# Weak spin–orbit coupling lowers the atomization energy of a gapped molecule when only its fragments have a first-order energy gain

## Open-shell atoms and a closed-shell molecule

A halogen atom has an open shell, and spin–orbit coupling splits its ground term already in first order, so the lowest level drops. A closed-shell halogen molecule has no first-order shift, and its energy changes only through mixing with excited states. The atomization energy is the energy of the separated atoms minus that of the molecule. Does the coupling reduce it?

Relativistic effective core potentials pose this question directly, because they often supply the spin–orbit part as a separate operator, to be added to a spin-free calculation.

## Conditions for a reduction

Let $A$ be the spin-free Hamiltonian of all the separated fragments and $B$ that of the molecule at fixed geometry. Their spin–orbit operators are $W$ and $U$, both scaled by a strength $s>0$. Write $E_0$ for the ground energy and $u=\|U\|$ for the operator norm. Assume:

- $A$ has a unit ground vector $a$ with $\langle a,Wa\rangle=-w$. If the ground level is degenerate, as for open-shell atoms, $a$ may be any unit vector in it.
- $B$ is Hermitian with unit ground vector $b$, and every state orthogonal to $b$ lies at least $g$ higher.
- $\langle b,Ub\rangle=0$, as for a closed-shell singlet.

If $2su<g$ and $2su^2<gw$, then

$$E_0(A+sW)-E_0(B+sU)<E_0(A)-E_0(B).$$

The two inequalities force $g>0$ and $w>0$.

## The fragments gain in first order, the molecule in second

**Fragments.** With $a$ as trial vector, the variational principle gives
$$E_0(A+sW)\le\langle a,(A+sW)a\rangle=E_0(A)-sw.$$

**Molecule.** Split a unit vector as $x=p+y$, with $p=\langle b,x\rangle b$ and $y$ orthogonal to $b$, so that $\|p\|^2+\|y\|^2=1$. Since $Bp=E_0(B)p$ and $B$ is Hermitian, the cross terms of $B$ vanish, and the gap gives
$$\langle x,Bx\rangle\ge E_0(B)+g\|y\|^2.$$
The term $\langle p,Up\rangle$ is zero, and the norm bounds the other three:
$$\mathrm{Re}\langle x,Ux\rangle\ge-u\left(2\|p\|\|y\|+\|y\|^2\right).$$
Because $su<g/2$, adding the two estimates leaves
$$\mathrm{Re}\langle x,(B+sU)x\rangle\ge E_0(B)+\tfrac g2\|y\|^2-2su\|p\|\|y\|.$$
With $t=2su/g$, the last two terms equal
$$\tfrac g2(\|y\|-t\|p\|)^2-\tfrac g2t^2\|p\|^2\ge-\tfrac g2t^2=-\frac{2s^2u^2}{g}.$$
Hence $E_0(B+sU)\ge E_0(B)-2s^2u^2/g$.

**Difference.** Subtracting the two bounds shows that the atomization energy changes by at most $-sw+2s^2u^2/g$. This is negative exactly when $2su^2<gw$.

## The correction for a halogen molecule

A spin-free calculation gives the atom at the average energy of its $^2P$ term. The coupling splits the term into four states with $J=3/2$ and, higher by $\Delta$, two with $J=1/2$. To first order the average stays fixed, so the lower level drops by $\Delta/3$. For $X_2$ one therefore subtracts $2\Delta/3$ from the spin-free atomization energy; in the notation above, $w=2\Delta/3$ at $s=1$ when $a$ is chosen with both atoms in $J=3/2$ states. The molecular second-order term is either neglected or taken from a calculation that includes the coupling.

For such corrections the theorem gives a sufficient condition for the sign, within a bounded-operator model with a nondegenerate molecular ground state. As $u$ is a worst case over all states, a heavy element may violate the condition at $s=1$ and still show a reduction.

## The statement in Lean

The letters `E` and `F` denote the fragment and molecular state spaces, not energies. They are complex inner product spaces, and the Hamiltonians are bounded operators on them, which includes every finite-basis matrix. Passing from there to the full, unbounded electronic Hamiltonian is a separate step.

`expect` is the real part of $\langle x,Hx\rangle$, and `groundEnergy` is its infimum over unit vectors. `IsGroundState` asks for a unit eigenvector at that energy. In `HasGap`, `g` is a lower bound on the excitation energy and need not be its exact value. Only `B` is required to be Hermitian, through `IsSymmetric`. No hypothesis links the fragment operators to the molecular ones; that they describe the same electrons and nuclei is part of the physical reading.

```lean
import Mathlib

namespace SpinOrbitAtomization

noncomputable section

variable {E F : Type*} [NormedAddCommGroup E] [InnerProductSpace ℂ E]
  [NormedAddCommGroup F] [InnerProductSpace ℂ F]

/-- The real part of the expectation value `⟨x, H x⟩`. -/
def expect (H : E →L[ℂ] E) (x : E) : ℝ := (inner ℂ x (H x)).re

/-- The ground energy: the infimum of the expectation value over unit vectors. -/
def groundEnergy (H : E →L[ℂ] E) : ℝ := sInf (expect H '' {x | ‖x‖ = 1})

/-- A ground state is a unit eigenvector whose eigenvalue is the ground energy. -/
def IsGroundState (H : E →L[ℂ] E) (a : E) : Prop :=
  ‖a‖ = 1 ∧ H a = (groundEnergy H : ℂ) • a

/-- Every state orthogonal to `b` lies at least `g` above the ground energy. -/
def HasGap (H : E →L[ℂ] E) (b : E) (g : ℝ) : Prop :=
  ∀ y, inner ℂ b y = 0 → (groundEnergy H + g) * ‖y‖ ^ 2 ≤ expect H y

/-- The atomization energy: ground energy of the separated fragments `A` minus that of
the molecule `B`. -/
def atomizationEnergy (A : E →L[ℂ] E) (B : F →L[ℂ] F) : ℝ :=
  groundEnergy A - groundEnergy B

/-- Expectation values are linear in a perturbation of real strength `s`. -/
theorem expect_add_smul (H W : E →L[ℂ] E) (s : ℝ) (x : E) :
    expect (H + (s : ℂ) • W) x = expect H x + s * expect W x := by
  simp [expect]

/-- The real part of a matrix element is bounded in absolute value by the operator norm times the
norms of the two vectors. -/
theorem abs_re_inner_le (H : E →L[ℂ] E) (x y : E) :
    |(inner ℂ x (H y)).re| ≤ ‖H‖ * ‖x‖ * ‖y‖ := by
  calc |(inner ℂ x (H y)).re| ≤ ‖inner ℂ x (H y)‖ := Complex.abs_re_le_norm _
    _ ≤ ‖x‖ * ‖H y‖ := norm_inner_le_norm _ _
    _ ≤ ‖x‖ * (‖H‖ * ‖y‖) := mul_le_mul_of_nonneg_left (H.le_opNorm y) (norm_nonneg x)
    _ = ‖H‖ * ‖x‖ * ‖y‖ := by ring

/-- Variational principle for a vector `x` of any length: its expectation value is at least the
ground energy times `‖x‖²`. -/
theorem groundEnergy_mul_le (H : E →L[ℂ] E) (x : E) :
    groundEnergy H * ‖x‖ ^ 2 ≤ expect H x := by
  rcases eq_or_ne x 0 with rfl | hx
  · simp [expect]
  have hn : 0 < ‖x‖ := norm_pos_iff.mpr hx
  have hbdd : BddBelow (expect H '' {x | ‖x‖ = 1}) := by
    refine ⟨-‖H‖, ?_⟩
    rintro _ ⟨y, hy, rfl⟩
    have h := (abs_le.mp (abs_re_inner_le H y y)).1
    rw [show ‖y‖ = 1 from hy, mul_one, mul_one] at h
    exact h
  -- normalize the trial vector
  have hy : ‖((‖x‖⁻¹ : ℝ) : ℂ) • x‖ = 1 := by
    rw [norm_smul, Complex.norm_real, norm_inv, norm_norm, inv_mul_cancel₀ hn.ne']
  have he : expect H (((‖x‖⁻¹ : ℝ) : ℂ) • x) = ‖x‖⁻¹ ^ 2 * expect H x := by
    simp only [expect, map_smul, inner_smul_left, inner_smul_right, Complex.conj_ofReal,
      Complex.re_ofReal_mul]
    ring
  have h : groundEnergy H ≤ expect H (((‖x‖⁻¹ : ℝ) : ℂ) • x) :=
    csInf_le hbdd (Set.mem_image_of_mem (expect H) hy)
  rw [he] at h
  calc groundEnergy H * ‖x‖ ^ 2 ≤ (‖x‖⁻¹ ^ 2 * expect H x) * ‖x‖ ^ 2 :=
        mul_le_mul_of_nonneg_right h (sq_nonneg _)
    _ = expect H x := by field_simp

/-- If a unit vector exists, a lower bound on the expectation value in all unit vectors is
a lower bound on the ground energy. -/
theorem le_groundEnergy (H : E →L[ℂ] E) {a : E} (ha : ‖a‖ = 1) {c : ℝ}
    (h : ∀ x, ‖x‖ = 1 → c ≤ expect H x) : c ≤ groundEnergy H := by
  refine le_csInf ⟨_, Set.mem_image_of_mem (expect H) ha⟩ ?_
  rintro _ ⟨x, hx, rfl⟩
  exact h x hx

/-- For `s ≥ 0` and a Hermitian molecule with gap `g > 2s‖U‖`, a perturbation `sU` with no
first-order energy lowers the ground energy by at most `2s²‖U‖²/g`. -/
theorem molecule_lower_bound {B U : F →L[ℂ] F} {b : F} {g s : ℝ}
    (hB : (B : F →ₗ[ℂ] F).IsSymmetric) (hb : IsGroundState B b) (hgap : HasGap B b g)
    (hU : expect U b = 0) (hs : 0 ≤ s) (hsg : 2 * s * ‖U‖ < g) :
    groundEnergy B - 2 * s ^ 2 * ‖U‖ ^ 2 / g ≤ groundEnergy (B + (s : ℂ) • U) := by
  have hg : 0 < g := lt_of_le_of_lt (by positivity) hsg
  refine le_groundEnergy _ hb.1 fun x hx => ?_
  -- split the state into its part along b and the orthogonal rest
  obtain ⟨c, y, hxp, hby⟩ : ∃ (c : ℂ) (y : F), x = c • b + y ∧ inner ℂ b y = 0 := by
    refine ⟨inner ℂ b x, x - (inner ℂ b x : ℂ) • b, by abel, ?_⟩
    rw [inner_sub_right, inner_smul_right, inner_self_eq_norm_sq_to_K, hb.1]
    simp
  have hpy : inner ℂ (c • b) y = 0 := by rw [inner_smul_left, hby, mul_zero]
  have hyp : inner ℂ y (c • b) = 0 := by rw [← inner_conj_symm, hpy, map_zero]
  have hBp : B (c • b) = (groundEnergy B : ℂ) • (c • b) := by
    rw [map_smul, hb.2, smul_comm]
  have hUp : expect U (c • b) = 0 := by
    rw [expect, map_smul, inner_smul_left, inner_smul_right, ← mul_assoc,
      Complex.conj_mul', ← Complex.ofReal_pow, Complex.re_ofReal_mul]
    exact mul_eq_zero_of_right _ hU
  generalize c • b = p at hxp hpy hyp hBp hUp
  subst hxp
  have hn := norm_add_sq (𝕜 := ℂ) p y
  rw [hx, hpy] at hn
  simp only [map_zero, mul_zero, add_zero, one_pow] at hn
  have h1 : inner ℂ p (B y) = 0 := by
    rw [← show inner ℂ (B p) y = inner ℂ p (B y) from hB p y, hBp, inner_smul_left, hpy,
      mul_zero]
  have h2 : (inner ℂ p p).re = ‖p‖ ^ 2 := (norm_sq_eq_re_inner (𝕜 := ℂ) p).symm
  have hBx : expect B (p + y) = groundEnergy B * ‖p‖ ^ 2 + expect B y := by
    simp only [expect, map_add, inner_add_left, inner_add_right, h1, hBp, inner_smul_right,
      hyp, add_zero, zero_add, Complex.add_re, Complex.re_ofReal_mul, h2]
  have hUx : expect U (p + y) = expect U p + (inner ℂ p (U y)).re
      + (inner ℂ y (U p)).re + expect U y := by
    simp only [expect, map_add, inner_add_left, inner_add_right, Complex.add_re]
    ring
  have k1 := (abs_le.mp (abs_re_inner_le U p y)).1
  have k2 := (abs_le.mp (abs_re_inner_le U y p)).1
  have k3 : -(‖U‖ * ‖y‖ * ‖y‖) ≤ expect U y := (abs_le.mp (abs_re_inner_le U y y)).1
  have k4 : -(‖U‖ * (2 * ‖p‖ * ‖y‖ + ‖y‖ ^ 2)) ≤ expect U (p + y) := by
    rw [hUx, hUp]
    linarith
  have k5 := mul_le_mul_of_nonneg_left k4 hs
  have k6 := hgap y hby
  rw [expect_add_smul, hBx]
  -- complete the square in the weight of the excited part
  obtain ⟨t, ht⟩ : ∃ t, t = 2 * s * ‖U‖ / g := ⟨_, rfl⟩
  have e1 : s * ‖U‖ = g / 2 * t := by rw [ht]; field_simp
  have e2 : 2 * s ^ 2 * ‖U‖ ^ 2 / g = g / 2 * t ^ 2 := by
    rw [ht]; field_simp
  have e3 : s * ‖U‖ * (‖p‖ * ‖y‖) = g / 2 * t * (‖p‖ * ‖y‖) := by rw [e1]
  have e4 : groundEnergy B = groundEnergy B * (‖p‖ ^ 2 + ‖y‖ ^ 2) := by rw [← hn, mul_one]
  have e5 : g / 2 * t ^ 2 = g / 2 * t ^ 2 * (‖p‖ ^ 2 + ‖y‖ ^ 2) := by rw [← hn, mul_one]
  have q1 : 0 ≤ g / 2 * (‖y‖ - t * ‖p‖) ^ 2 := by positivity
  have q2 : 0 ≤ g / 2 * t ^ 2 * ‖y‖ ^ 2 := by positivity
  have q3 : 0 ≤ (g - 2 * s * ‖U‖) * ‖y‖ ^ 2 :=
    mul_nonneg (sub_nonneg.mpr hsg.le) (sq_nonneg _)
  rw [e2]
  linarith

/-- For `s ≥ 0` and a Hermitian molecule with gap `g > 2s‖U‖` and no first-order shift, the
atomization energy changes by at most `-sw + 2s²‖U‖²/g`, where `-w` is the mean of `W` in a fragment
ground state. -/
theorem atomizationEnergy_le {A W : E →L[ℂ] E} {B U : F →L[ℂ] F} {a : E} {b : F}
    {w g s : ℝ} (ha : IsGroundState A a) (hW : expect W a = -w)
    (hB : (B : F →ₗ[ℂ] F).IsSymmetric) (hb : IsGroundState B b) (hgap : HasGap B b g)
    (hU : expect U b = 0) (hs : 0 ≤ s) (hsg : 2 * s * ‖U‖ < g) :
    atomizationEnergy (A + (s : ℂ) • W) (B + (s : ℂ) • U)
      ≤ atomizationEnergy A B - s * w + 2 * s ^ 2 * ‖U‖ ^ 2 / g := by
  have h2 : (inner ℂ a a).re = ‖a‖ ^ 2 := (norm_sq_eq_re_inner (𝕜 := ℂ) a).symm
  have hA : expect A a = groundEnergy A := by
    rw [expect, ha.2, inner_smul_right, Complex.re_ofReal_mul, h2, ha.1]
    ring
  -- the unperturbed fragment state is the trial vector
  have h := groundEnergy_mul_le (A + (s : ℂ) • W) a
  rw [expect_add_smul, hA, hW, ha.1] at h
  have hm := molecule_lower_bound hB hb hgap hU hs hsg
  unfold atomizationEnergy
  linarith

/-- Let the fragment ground state have spin-orbit mean `-w`, and let the Hermitian molecule have gap
`g` and a ground state with zero spin-orbit mean. If `s > 0`, `2s‖U‖ < g` and `2s‖U‖² < gw`,
spin-orbit coupling of strength `s` strictly reduces the atomization energy. -/
theorem atomizationEnergy_lt {A W : E →L[ℂ] E} {B U : F →L[ℂ] F} {a : E} {b : F}
    {w g s : ℝ} (ha : IsGroundState A a) (hW : expect W a = -w)
    (hB : (B : F →ₗ[ℂ] F).IsSymmetric) (hb : IsGroundState B b) (hgap : HasGap B b g)
    (hU : expect U b = 0) (hs : 0 < s) (hsg : 2 * s * ‖U‖ < g)
    (hsw : 2 * s * ‖U‖ ^ 2 < g * w) :
    atomizationEnergy (A + (s : ℂ) • W) (B + (s : ℂ) • U) < atomizationEnergy A B := by
  have hg : 0 < g := lt_of_le_of_lt (by positivity) hsg
  have h := atomizationEnergy_le ha hW hB hb hgap hU hs.le hsg
  have h' : 2 * s ^ 2 * ‖U‖ ^ 2 / g < s * w := by
    rw [div_lt_iff₀ hg]
    linarith [mul_lt_mul_of_pos_left hsw hs]
  linarith

/-- The two-level operator with diagonal entries `p`, `q` and real coupling `r`. -/
def twoLevel (p q r : ℝ) : EuclideanSpace ℂ (Fin 2) →L[ℂ] EuclideanSpace ℂ (Fin 2) :=
  LinearMap.toContinuousLinearMap
    { toFun := fun x => !₂[(p : ℂ) * x 0 + r * x 1, (r : ℂ) * x 0 + q * x 1]
      map_add' := by intro x y; ext i; fin_cases i <;> simp <;> ring
      map_smul' := by intro c x; ext i; fin_cases i <;> simp <;> ring }

/-- The first basis state of the two-level system. -/
def lower : EuclideanSpace ℂ (Fin 2) := !₂[1, 0]

/-- Squared norm and expectation value of a two-level operator, in components. -/
theorem twoLevel_components (p q r : ℝ) (x : EuclideanSpace ℂ (Fin 2)) :
    ‖x‖ ^ 2 = (x 0).re ^ 2 + (x 0).im ^ 2 + ((x 1).re ^ 2 + (x 1).im ^ 2) ∧
    expect (twoLevel p q r) x = p * ((x 0).re ^ 2 + (x 0).im ^ 2)
      + q * ((x 1).re ^ 2 + (x 1).im ^ 2)
      + 2 * r * ((x 0).re * (x 1).re + (x 0).im * (x 1).im) := by
  constructor
  · rw [EuclideanSpace.norm_sq_eq, Fin.sum_univ_two, Complex.sq_norm, Complex.sq_norm,
      Complex.normSq_apply, Complex.normSq_apply]
    ring
  · simp [expect, twoLevel, PiLp.inner_apply, Fin.sum_univ_two]
    ring

/-- Two-level fragments and a two-level molecule meet all hypotheses of the reduction theorem
with `w = 1/2`, `g = 3` and `s = 1/8`. -/
theorem atomizationEnergy_lt_witness :
    IsGroundState (twoLevel 0 3 0) lower ∧ expect (twoLevel (-1 / 2) 0 0) lower = -(1 / 2) ∧
    (twoLevel (-1) 2 0 : EuclideanSpace ℂ (Fin 2) →ₗ[ℂ] _).IsSymmetric ∧
    IsGroundState (twoLevel (-1) 2 0) lower ∧ HasGap (twoLevel (-1) 2 0) lower 3 ∧
    expect (twoLevel 0 0 2) lower = 0 ∧ 2 * (1 / 8) * ‖twoLevel 0 0 2‖ < 3 ∧
    2 * (1 / 8) * ‖twoLevel 0 0 2‖ ^ 2 < 3 * (1 / 2) := by
  have hl : ‖lower‖ = 1 := by simp [lower, EuclideanSpace.norm_eq, Fin.sum_univ_two]
  have hE : ∀ p q : ℝ, p ≤ q → groundEnergy (twoLevel p q 0) = p := by
    intro p q hpq
    apply le_antisymm
    · have h := groundEnergy_mul_le (twoLevel p q 0) lower
      rw [hl, (twoLevel_components p q 0 lower).2] at h
      simpa [lower] using h
    · refine le_groundEnergy _ hl fun x hx => ?_
      obtain ⟨h1, h2⟩ := twoLevel_components p q 0 x
      rw [hx] at h1
      have h3 : p = p * ((x 0).re ^ 2 + (x 0).im ^ 2 + ((x 1).re ^ 2 + (x 1).im ^ 2)) := by
        rw [← h1]; ring
      have h4 := mul_nonneg (sub_nonneg.mpr hpq)
        (add_nonneg (sq_nonneg (x 1).re) (sq_nonneg (x 1).im))
      rw [h2]
      linarith
  have hG : ∀ p q : ℝ, p ≤ q → IsGroundState (twoLevel p q 0) lower := by
    intro p q hpq
    refine ⟨hl, ?_⟩
    rw [hE p q hpq]
    ext i
    fin_cases i <;> simp [twoLevel, lower]
  -- the coupling doubles the length of every vector
  have hN : ‖twoLevel 0 0 2‖ ≤ 2 := by
    refine ContinuousLinearMap.opNorm_le_bound _ (by norm_num) fun x => ?_
    have h1 := (twoLevel_components 0 0 0 x).1
    have h2 : ‖twoLevel 0 0 2 x‖ ^ 2 = 4 * ‖x‖ ^ 2 := by
      rw [(twoLevel_components 0 0 0 (twoLevel 0 0 2 x)).1, h1]
      simp [twoLevel]
      ring
    nlinarith [norm_nonneg x, norm_nonneg (twoLevel 0 0 2 x)]
  refine ⟨hG 0 3 (by norm_num), ?_, ?_, hG (-1) 2 (by norm_num), ?_, ?_, ?_, ?_⟩
  · rw [(twoLevel_components _ _ _ lower).2]
    norm_num [lower]
  · intro x y
    change inner ℂ (twoLevel (-1) 2 0 x) y = inner ℂ x (twoLevel (-1) 2 0 y)
    have h2 : starRingEnd ℂ (2 : ℂ) = 2 := by apply Complex.ext <;> simp
    simp [twoLevel, PiLp.inner_apply, Fin.sum_univ_two]
    linear_combination (y 1 * starRingEnd ℂ (x 1)) * h2
  · intro y hy
    have h0 : y 0 = 0 := by
      simpa [lower, PiLp.inner_apply, Fin.sum_univ_two] using hy
    rw [hE (-1) 2 (by norm_num), (twoLevel_components (-1) 2 0 y).1,
      (twoLevel_components (-1) 2 0 y).2, h0, Complex.zero_re, Complex.zero_im]
    apply le_of_eq
    ring
  · rw [(twoLevel_components _ _ _ lower).2]
    simp [lower]
  · linarith
  · nlinarith [norm_nonneg (twoLevel 0 0 2)]

/-- In the same two-level model, coupling of strength `s = 1` raises the atomization energy. -/
theorem atomizationEnergy_increases_at_strong_coupling :
    atomizationEnergy (twoLevel 0 3 0) (twoLevel (-1) 2 0) <
      atomizationEnergy (twoLevel 0 3 0 + twoLevel (-1 / 2) 0 0)
        (twoLevel (-1) 2 0 + twoLevel 0 0 2) := by
  have hl : ‖lower‖ = 1 := by simp [lower, EuclideanSpace.norm_eq, Fin.sum_univ_two]
  have hadd : ∀ (H K : EuclideanSpace ℂ (Fin 2) →L[ℂ] EuclideanSpace ℂ (Fin 2)) x,
      expect (H + K) x = expect H x + expect K x := by
    intro H K x
    simp [expect]
  have h1 : groundEnergy (twoLevel 0 3 0) ≤ 0 := by
    have h := groundEnergy_mul_le (twoLevel 0 3 0) lower
    rw [hl, (twoLevel_components 0 3 0 lower).2] at h
    simpa [lower] using h
  have h2 : -1 ≤ groundEnergy (twoLevel (-1) 2 0) := by
    refine le_groundEnergy _ hl fun x hx => ?_
    obtain ⟨n, e⟩ := twoLevel_components (-1) 2 0 x
    rw [hx] at n
    rw [e]
    nlinarith [sq_nonneg (x 1).re, sq_nonneg (x 1).im]
  have h3 : -1 / 2 ≤ groundEnergy (twoLevel 0 3 0 + twoLevel (-1 / 2) 0 0) := by
    refine le_groundEnergy _ hl fun x hx => ?_
    have n := (twoLevel_components 0 3 0 x).1
    rw [hx] at n
    rw [hadd, (twoLevel_components 0 3 0 x).2, (twoLevel_components (-1 / 2) 0 0 x).2]
    nlinarith [sq_nonneg (x 1).re, sq_nonneg (x 1).im]
  -- the trial vector (2, -1) bounds the molecular energy from above
  have h4 := groundEnergy_mul_le (twoLevel (-1) 2 0 + twoLevel 0 0 2) !₂[(2 : ℂ), -1]
  rw [hadd, (twoLevel_components (-1) 2 0 _).1, (twoLevel_components (-1) 2 0 _).2,
    (twoLevel_components 0 0 2 _).2] at h4
  norm_num at h4
  unfold atomizationEnergy
  linarith

end

end SpinOrbitAtomization
```

```lean
#print axioms SpinOrbitAtomization.atomizationEnergy_lt
#print axioms SpinOrbitAtomization.atomizationEnergy_increases_at_strong_coupling
```

```
'SpinOrbitAtomization.atomizationEnergy_lt' depends on axioms: [propext, Classical.choice, Quot.sound]
'SpinOrbitAtomization.atomizationEnergy_increases_at_strong_coupling' depends on axioms: [propext, Classical.choice, Quot.sound]
```

## From the variational bounds to the two-level example

`groundEnergy_mul_le` is the variational principle for vectors of any length: it bounds the expectation values below by $-\|H\|$, then normalizes the trial vector. `le_groundEnergy` is the converse tool, turning a bound on all unit vectors into one on the ground energy.

`molecule_lower_bound` follows the splitting $x=p+y$. There `h1` removes a cross term of $B$, `k4` is the estimate for $U$, and `k6` is the gap. The square is `q1`; `q2` accounts for replacing $\|p\|^2$ by 1, and `q3` uses $2su<g$. `linarith` adds them up. `atomizationEnergy_le` subtracts the fragment and molecular bounds, and `atomizationEnergy_lt` applies the second condition on $s$.

The two-level example has $A=\mathrm{diag}(0,3)$, $W=\mathrm{diag}(-\tfrac12,0)$ and $B=\mathrm{diag}(-1,2)$, while $U$ has off-diagonal entries 2. `atomizationEnergy_lt_witness` verifies every hypothesis at $s=1/8$, using $\|U\|\le2$. At $s=1$ both smallness conditions fail, and the last theorem shows that the atomization energy rises. Its trial vector $(2,-1)$, normalized to $(2,-1)/\sqrt5$, puts the molecular energy at or below $-2$, while the fragment energy stays at or above $-\tfrac12$. The reduction can therefore fail if both upper bounds on $s$ are removed. The example tests the inequalities only and does not model real atoms: for them a first-order spin–orbit gain requires a degenerate spin-free ground level, while that of $A$ here is nondegenerate.
